# The tangent matrix closest to a symmetric F at a projector P is FP + PF − 2PFP

Suppose a Hartree-Fock calculation tries to lower its energy by moving the density matrix $P$ straight against the Fock matrix $F$, replacing $P$ by $P-sF$ with a small $s>0$. In an orthonormal basis of spin orbitals a single determinant has $P^2=P$, and the step generally breaks this condition already at first order in $s$. Nor does the size of $F$ say when to stop: at a stationary determinant $F$ commutes with $P$ but is usually far from zero. Both faults are cured by keeping only the part of $F$ that respects idempotency to first order.

For real symmetric $F$ and real symmetric idempotent $P$, that part is

$$T = FP+PF-2PFP .$$

Call a symmetric matrix $X$ tangent at $P$ if $PX+XP=X$. Then $T$ is tangent, and every other tangent matrix is strictly farther from $F$ in the Frobenius norm. When $F$ is the Fock matrix at $P$, the energy changes along a curve of determinants at the rate given by the Frobenius product of $T$ with the velocity. In finite-basis Hartree-Fock theory with real spin orbitals, $T$ is thus the Riemannian gradient of the energy for the Frobenius metric, and a direct minimisation can step against it.

## Projecting F and differentiating the energy

Write $\langle A,B\rangle=\sum_{ij}A_{ij}B_{ij}=\operatorname{tr}(A^{\mathsf T}B)$ and $\|A\|^2=\langle A,A\rangle$.

**Tangent directions.** Let $\gamma(t)$ be a curve of symmetric idempotents with $\gamma(0)=P$ and velocity $X$ at $t=0$. Differentiating $\gamma^{\mathsf T}=\gamma$ gives $X^{\mathsf T}=X$, and differentiating $\gamma\gamma=\gamma$ gives $XP+PX=X$.

**T is tangent.** Transposition exchanges $FP$ and $PF$ and fixes $PFP$, so $T$ is symmetric. Using $P^2=P$,

$$PT=PFP+PF-2PFP=PF-PFP,\qquad TP=FP-PFP,$$

and the sum is $T$.

**T and F agree on tangent directions.** Multiply $PX+XP=X$ by $P$ from the left: $PX+PXP=PX$, so $PXP=0$. Since the trace is cyclic,

$$\langle T,X\rangle=\operatorname{tr}(FPX)+\operatorname{tr}(FXP)-2\operatorname{tr}(FPXP)
=\operatorname{tr}\big(F(PX+XP)\big)=\langle F,X\rangle .$$

**T is the unique closest tangent matrix.** If $X$ is tangent, so is $T-X$, because the conditions are linear. Hence $\langle F-T,T-X\rangle=0$, and

$$\|F-X\|^2=\|F-T\|^2+\|T-X\|^2 .$$

The last term is positive unless $X=T$.

**The energy.** Let $h$ be the one-electron matrix and $(ij|kl)$ the two-electron integrals over spin orbitals. Define

$$G(D)_{ij}=\sum_{kl}\big[(ij|kl)-(il|kj)\big]D_{kl},\qquad
E(D)=\langle h,D\rangle+\tfrac12\langle G(D),D\rangle .$$

Exchanging the names $(i,j)\leftrightarrow(k,l)$ and using $(ij|kl)=(kl|ij)$ gives

$$\begin{aligned}
\langle G(X),D\rangle&=\sum_{ijkl}\big[(ij|kl)-(il|kj)\big]X_{kl}D_{ij}\\
&=\sum_{ijkl}\big[(kl|ij)-(kj|il)\big]X_{ij}D_{kl}=\langle G(D),X\rangle .
\end{aligned}$$

With $F=h+G(P)$, the product rule along $\gamma$ therefore yields

$$\frac{dE}{dt}\Big|_{0}=\langle h,X\rangle+\tfrac12\langle G(X),P\rangle+\tfrac12\langle G(P),X\rangle=\langle F,X\rangle=\langle T,X\rangle .$$

## One electron on two sites

Take two orthonormal site orbitals with levels 0 and 2 in some energy unit, and one electron in their equal-weight combination:

$$F=\begin{pmatrix}0&0\\0&2\end{pmatrix},\quad P=\tfrac12\begin{pmatrix}1&1\\1&1\end{pmatrix},\quad
FP+PF=\begin{pmatrix}0&1\\1&2\end{pmatrix},\quad PFP=\tfrac12\begin{pmatrix}1&1\\1&1\end{pmatrix}.$$

So $T=\operatorname{diag}(-1,1)$. The tangent matrices at this $P$ are $\operatorname{diag}(-x,x)$, and their squared distance from $F$ is $x^2+(2-x)^2=2+2(x-1)^2$, smallest at $x=1$. A step along $-T$ moves population to the lower site, as it should.

## The gradient in a minimisation cycle

A simple direct minimisation in terms of the density matrix builds $F$ from the current $P$ and forms $M=FP$. Then $PF=M^{\mathsf T}$ and $T=M+M^{\mathsf T}-2PM$. In a basis of occupied and virtual orbitals, $T$ consists of the occupied-virtual blocks of $F$, with zeros elsewhere. The iteration can be stopped when $\|T\|$ is below a threshold.

The straight step $P-sT$ is idempotent only to first order. A rotation keeps idempotency at every $s$: with the antisymmetric matrix $K=FP-PF$, the update $e^{-sK}Pe^{sK}$ starts from $P$ with velocity $-T$.

## Matrices, tangency and energy in Lean

The finite type `n` labels the spin orbitals. All matrices are real.

```lean
import Mathlib

open Matrix

namespace HartreeFockRiemannianGradient

noncomputable section

variable {n : Type*} [Fintype n]
```

The Frobenius product is the plain entrywise sum, without normalisation. Squared distance is `frob` of a difference with itself.

```lean
/-- The Frobenius inner product of two real matrices, the sum of products of their entries. -/
def frob (A B : Matrix n n ℝ) : ℝ := ∑ i, ∑ j, A i j * B i j
```

Tangency is a condition on two matrices, with symmetry as its first half.

```lean
/-- Tangent directions at `P`: symmetric matrices `X` with `P X + X P = X`. -/
def IsTangent (P X : Matrix n n ℝ) : Prop := Xᵀ = X ∧ P * X + X * P = X
```

The name `tangentGradient` anticipates its use: for a general `F` it is only a matrix expression, and it becomes an energy gradient when `F` is the Fock matrix.

```lean
/-- The matrix `F P + P F - 2 P F P` built from two real square matrices `F` and `P`. -/
def tangentGradient (F P : Matrix n n ℝ) : Matrix n n ℝ :=
  F * P + P * F - 2 • (P * F * P)
```

A velocity is an entrywise derivative, taken at time zero.

```lean
/-- The matrix curve `γ` has velocity `X` at time zero, entry by entry. -/
def HasVelocity (γ : ℝ → Matrix n n ℝ) (X : Matrix n n ℝ) : Prop :=
  ∀ i j, HasDerivAt (fun t => γ t i j) (X i j) 0
```

The array `g i j k l` stands for $(ij|kl)$ in chemists' notation, with $i,j$ belonging to one electron and $k,l$ to the other. The first term is Coulomb, the second exchange. Since the labels are spin orbitals, no closed-shell factor of 2 appears.

```lean
/-- Coulomb minus exchange matrix of the density matrix `D`, where `g i j k l` is the
two-electron integral `(ij|kl)` over spin orbitals. -/
def meanField (g : n → n → n → n → ℝ) (D : Matrix n n ℝ) : Matrix n n ℝ :=
  Matrix.of fun i j => ∑ k, ∑ l, (g i j k l - g i l k j) * D k l

/-- The Fock matrix: one-electron part plus mean field. -/
def fock (h : Matrix n n ℝ) (g : n → n → n → n → ℝ) (D : Matrix n n ℝ) : Matrix n n ℝ :=
  h + meanField g D
```

The half in the energy prevents each electron pair from being counted twice.

```lean
/-- The Hartree-Fock energy: one-electron energy plus half the mean-field energy. -/
def energy (h : Matrix n n ℝ) (g : n → n → n → n → ℝ) (D : Matrix n n ℝ) : ℝ :=
  frob h D + 1 / 2 * frob (meanField g D) D
```

Here `h` and `g` are arbitrary real arrays. Applying the results to a molecule requires identifying them with its integrals in an orthonormal basis, so overlapping atomic orbitals must first be orthogonalised.

## Projection onto the tangent directions

The trace form of the Frobenius product gives access to cyclicity.

```lean
/-- The Frobenius inner product is the trace of `Aᵀ B`. -/
theorem frob_eq_trace (A B : Matrix n n ℝ) : frob A B = trace (Aᵀ * B) := by
  rw [frob, Finset.sum_comm]
  simp [Matrix.trace, Matrix.mul_apply]
```

The next theorem justifies the definition of tangency: any velocity of a curve of symmetric idempotents satisfies it. Both halves rest on uniqueness of derivatives. For idempotency, the entry $\sum_k\gamma_{ik}\gamma_{kj}$ is differentiated by the product rule and compared with the derivative of $\gamma_{ij}$.

```lean
/-- The velocity of a differentiable curve of symmetric idempotent matrices is a tangent
direction at its starting point. -/
theorem isTangent_of_curve {γ : ℝ → Matrix n n ℝ} {X : Matrix n n ℝ}
    (hs : ∀ t, (γ t)ᵀ = γ t) (hi : ∀ t, γ t * γ t = γ t) (hX : HasVelocity γ X) :
    IsTangent (γ 0) X := by
  constructor
  · ext i j
    have e : (fun t => γ t j i) = fun t => γ t i j :=
      funext fun t => congrArg (fun M : Matrix n n ℝ => M i j) (hs t)
    have h1 := hX j i
    rw [e] at h1
    exact h1.unique (hX i j)
  · ext i j
    -- differentiate the idempotency relation entry by entry
    have h1 : HasDerivAt (fun t => ∑ k, γ t i k * γ t k j)
        (∑ k, (X i k * γ 0 k j + γ 0 i k * X k j)) 0 :=
      HasDerivAt.fun_sum fun k _ => (hX i k).fun_mul (hX k j)
    have e : (fun t => ∑ k, γ t i k * γ t k j) = fun t => γ t i j := funext fun t => by
      simpa only [Matrix.mul_apply] using congrArg (fun M : Matrix n n ℝ => M i j) (hi t)
    rw [e] at h1
    have h2 := h1.unique (hX i j)
    rw [Finset.sum_add_distrib] at h2
    simp only [Matrix.add_apply, Matrix.mul_apply]
    linarith
```

The agreement of $T$ and $F$ on tangent directions comes next. In the proof, `hz` is $PXP=0$, `e` expands the trace, and `s` splits $\operatorname{tr}(F^{\mathsf T}X)$ using tangency. Two uses of `trace_mul_comm` supply cyclicity. Symmetry of `F` is not assumed here, which is why transposes of `F` remain.

```lean
/-- For a symmetric idempotent `P`, the matrices `F P + P F - 2 P F P` and `F` have the same
Frobenius product with every tangent direction at `P`. -/
theorem frob_tangentGradient (F : Matrix n n ℝ) {P X : Matrix n n ℝ}
    (hPt : Pᵀ = P) (hP : P * P = P) (hX : IsTangent P X) :
    frob (tangentGradient F P) X = frob F X := by
  -- a tangent direction has no occupied-occupied block
  have hz : P * X * P = 0 := by
    have h1 : P * (P * X + X * P) = P * X := by rw [hX.2]
    rw [mul_add, ← mul_assoc, ← mul_assoc, hP] at h1
    simpa using h1
  have e : trace ((tangentGradient F P)ᵀ * X) = trace (P * (Fᵀ * X)) + trace (Fᵀ * (P * X))
      - 2 * trace (P * (Fᵀ * (P * X))) := by
    simp only [tangentGradient, two_nsmul, transpose_sub, transpose_add, transpose_mul, hPt,
      sub_mul, add_mul, trace_sub, trace_add, mul_assoc]
    ring
  have z : Fᵀ * (P * X) * P = 0 := by rw [mul_assoc, hz, mul_zero]
  have s : trace (Fᵀ * X) = trace (Fᵀ * (P * X)) + trace (Fᵀ * X * P) := by
    rw [mul_assoc Fᵀ X P, ← trace_add, ← mul_add, hX.2]
  rw [frob_eq_trace, frob_eq_trace, e, trace_mul_comm P (Fᵀ * X),
    trace_mul_comm P (Fᵀ * (P * X)), z, trace_zero]
  linarith
```

The main theorem assumes that `F` is symmetric and `P` is symmetric and idempotent. It concludes that $T$ is tangent and that any tangent `X` different from $T$ has a strictly larger squared distance from `F`. The strict inequality contains both minimality and uniqueness.

The first block, `hT`, multiplies out the products and reduces them with $P^2=P$. Then `hd` shows that $T-X$ is tangent, `hpy` expands the square entry by entry, and `hpos` finds a nonzero entry of $T-X$ to make its squared norm positive. The agreement just proved removes the cross term.

```lean
/-- For symmetric `F` and symmetric idempotent `P`, the matrix `T = F P + P F - 2 P F P` is a
tangent direction at `P`, and every other tangent direction is strictly farther from `F`
in Frobenius norm. -/
theorem tangentGradient_unique_closest {F P : Matrix n n ℝ}
    (hF : Fᵀ = F) (hPt : Pᵀ = P) (hP : P * P = P) :
    IsTangent P (tangentGradient F P) ∧
    ∀ X, IsTangent P X → X ≠ tangentGradient F P →
      frob (F - tangentGradient F P) (F - tangentGradient F P) < frob (F - X) (F - X) := by
  have hT : IsTangent P (tangentGradient F P) := by
    have hr : ∀ M : Matrix n n ℝ, M * P * P = M * P := fun M => by rw [mul_assoc, hP]
    constructor
    · simp only [tangentGradient, two_nsmul, transpose_sub, transpose_add, transpose_mul,
        hF, hPt, ← mul_assoc]
      abel
    · simp only [tangentGradient, two_nsmul, mul_sub, sub_mul, mul_add, add_mul,
        ← mul_assoc, hP, hr]
      abel
  refine ⟨hT, fun X hX hne => ?_⟩
  have horth := fun Y (hY : IsTangent P Y) => frob_tangentGradient F hPt hP hY
  generalize tangentGradient F P = T at *
  have hd : IsTangent P (T - X) := by
    refine ⟨by rw [transpose_sub, hT.1, hX.1], ?_⟩
    calc P * (T - X) + (T - X) * P = (P * T + T * P) - (P * X + X * P) := by
          rw [mul_sub, sub_mul]; abel
      _ = T - X := by rw [hT.2, hX.2]
  -- Pythagoras: the cross term vanishes by orthogonality
  have hpy : frob (F - X) (F - X) = frob (F - T) (F - T) + frob (T - X) (T - X)
      + 2 * (frob F (T - X) - frob T (T - X)) := by
    simp only [frob, ← Finset.sum_sub_distrib, Finset.mul_sum, ← Finset.sum_add_distrib]
    refine Finset.sum_congr rfl fun i _ => Finset.sum_congr rfl fun j _ => ?_
    simp only [Matrix.sub_apply]
    ring
  have hpos : 0 < frob (T - X) (T - X) := by
    obtain ⟨i, j, hij⟩ : ∃ i j, (T - X) i j ≠ 0 := by
      by_contra hc
      push Not at hc
      exact hne (sub_eq_zero.mp (Matrix.ext hc)).symm
    exact Finset.sum_pos' (fun a _ => Finset.sum_nonneg fun b _ => mul_self_nonneg _)
      ⟨i, Finset.mem_univ i, Finset.sum_pos' (fun b _ => mul_self_nonneg _)
        ⟨j, Finset.mem_univ j, mul_self_pos.mpr hij⟩⟩
  rw [hpy, horth _ hd]
  linarith
```

## The energy derivative

The only integral symmetry assumed in the energy theorems is `hg`, which says that the electron repulsion is unchanged when the two electrons are exchanged. The proof swaps the pair summations with `Finset.sum_comm` and then applies `hg` to the Coulomb and exchange terms.

```lean
/-- If `(ij|kl) = (kl|ij)`, the mean field is self-adjoint for the Frobenius product. -/
theorem meanField_selfAdjoint {g : n → n → n → n → ℝ}
    (hg : ∀ i j k l, g i j k l = g k l i j) (X D : Matrix n n ℝ) :
    frob (meanField g X) D = frob (meanField g D) X := by
  simp only [frob, meanField, Matrix.of_apply, Finset.sum_mul]
  have key := Finset.sum_comm (s := Finset.univ) (t := Finset.univ) (f := fun p q : n × n =>
    (g p.1 p.2 q.1 q.2 - g p.1 q.2 q.1 p.2) * X q.1 q.2 * D p.1 p.2)
  simp only [Fintype.sum_prod_type] at key
  rw [key]
  refine Finset.sum_congr rfl fun a _ => Finset.sum_congr rfl fun b _ =>
    Finset.sum_congr rfl fun c _ => Finset.sum_congr rfl fun d _ => ?_
  rw [hg a b c d, hg a d c b]
  ring
```

The product rule for two matrix curves follows by summing the scalar rule over all entries.

```lean
/-- Product rule for the Frobenius product of two differentiable matrix curves. -/
theorem hasDerivAt_frob {A B : ℝ → Matrix n n ℝ} {A' B' : Matrix n n ℝ}
    (hA : HasVelocity A A') (hB : HasVelocity B B') :
    HasDerivAt (fun t => frob (A t) (B t)) (frob A' (B 0) + frob (A 0) B') 0 := by
  simp only [frob, ← Finset.sum_add_distrib]
  exact HasDerivAt.fun_sum fun i _ => HasDerivAt.fun_sum fun j _ => (hA i j).fun_mul (hB i j)
```

The energy theorem takes a curve that is symmetric and idempotent at every time and has velocity `X` at zero. It states that the energy has a derivative there, equal to $\langle T,X\rangle$ with the Fock matrix evaluated at `γ 0`. In the proof, `hG` uses linearity of the mean field, so its velocity is `meanField g X`. Self-adjointness merges the two half terms, and `frob_tangentGradient` replaces $F$ by $T$.

```lean
/-- Along a differentiable curve of symmetric idempotent density matrices, with
`(ij|kl) = (kl|ij)`, the derivative of the Hartree-Fock energy is the Frobenius product of
`F P + P F - 2 P F P` with the velocity, `F` being the Fock matrix at the starting point `P`. -/
theorem hasDerivAt_energy (h : Matrix n n ℝ) {g : n → n → n → n → ℝ}
    (hg : ∀ i j k l, g i j k l = g k l i j) {γ : ℝ → Matrix n n ℝ} {X : Matrix n n ℝ}
    (hs : ∀ t, (γ t)ᵀ = γ t) (hi : ∀ t, γ t * γ t = γ t) (hX : HasVelocity γ X) :
    HasDerivAt (fun t => energy h g (γ t))
      (frob (tangentGradient (fock h g (γ 0)) (γ 0)) X) 0 := by
  have hc : HasVelocity (fun _ => h) 0 := fun i j => hasDerivAt_const (0 : ℝ) (h i j)
  have hG : HasVelocity (fun t => meanField g (γ t)) (meanField g X) := fun i j => by
    simp only [meanField, Matrix.of_apply]
    exact HasDerivAt.fun_sum fun k _ => HasDerivAt.fun_sum fun l _ => (hX k l).const_mul _
  have h0 : frob 0 (γ 0) = 0 := by simp [frob]
  have hf : frob (fock h g (γ 0)) X = frob h X + frob (meanField g (γ 0)) X := by
    simp only [frob, fock, Matrix.add_apply, add_mul, Finset.sum_add_distrib]
  -- the two mean-field terms are equal and cancel the factor one half
  refine ((hasDerivAt_frob hc hX).fun_add
    ((hasDerivAt_frob hG hX).const_mul (1 / 2))).congr_deriv ?_
  rw [frob_tangentGradient _ (hs 0) (hi 0) (isTangent_of_curve hs hi hX), hf, h0,
    meanField_selfAdjoint hg X (γ 0)]
  ring
```

Two short arguments, left to the reader's pencil and not to Lean, complete the identification of $T$ as the Riemannian gradient. First, for real orbitals $h$ is symmetric and $(ij|kl)=(ji|kl)=(ij|lk)$; with pair symmetry and a symmetric density matrix this makes $F$ symmetric, as the closest-matrix theorem requires. Second, every tangent $X$ is the velocity of some curve, namely $e^{tA}Pe^{-tA}$ with $A=XP-PX$, so the derivative formula reaches all tangent directions.

## The surviving occupied-virtual coupling

The last theorem treats two orbitals with the first occupied and an arbitrary symmetric `F` with entries $a,b,c$. It confirms the hypotheses on both matrices and evaluates $T$: the diagonal entries $a$ and $c$ disappear, and the coupling $b$ remains. The proof checks the four entries separately; in the occupied-occupied entry the cancellation is $a+a-2a=0$.

```lean
/-- Two orbitals with the first one occupied: `P` is symmetric and idempotent, `F` is symmetric,
and `F P + P F - 2 P F P` keeps exactly the off-diagonal coupling `b`. -/
theorem tangentGradient_witness (a b c : ℝ) :
    (!![1, 0; 0, 0] : Matrix (Fin 2) (Fin 2) ℝ)ᵀ = !![1, 0; 0, 0] ∧
    (!![1, 0; 0, 0] : Matrix (Fin 2) (Fin 2) ℝ) * !![1, 0; 0, 0] = !![1, 0; 0, 0] ∧
    (!![a, b; b, c])ᵀ = !![a, b; b, c] ∧
    tangentGradient !![a, b; b, c] !![1, 0; 0, 0] = !![0, b; b, 0] := by
  refine ⟨?_, ?_, ?_, ?_⟩ <;> ext i j <;> fin_cases i <;> fin_cases j <;>
    simp [tangentGradient]
  -- the occupied-occupied entry cancels
  ring

end

end HartreeFockRiemannianGradient
```

```lean
#print axioms HartreeFockRiemannianGradient.tangentGradient_unique_closest
#print axioms HartreeFockRiemannianGradient.hasDerivAt_energy
```

```
'HartreeFockRiemannianGradient.tangentGradient_unique_closest' depends on axioms: [propext, Classical.choice, Quot.sound]
'HartreeFockRiemannianGradient.hasDerivAt_energy' depends on axioms: [propext, Classical.choice, Quot.sound]
```
